# The s-wave effective range from the logarithmic derivative at the matching radius

A slow particle scatters off a spherical potential that vanishes beyond a radius $R$. In units where $E=k^2$, its radial s wave outside is $u(r)\propto\sin(kr+\delta)$. The interior affects the phase shift $\delta$ only through the logarithmic derivative $D(E)=u'(R)/u(R)$. How do the value and slope of $D$ at zero energy fix the low-energy scattering?

Suppose that the zero-energy wave does not vanish at $R$ and that $D$ is differentiable at zero energy. Write $D_0=D(0)$ and $D_1=D'(0)$, and assume $D_0R\neq1$. Then, as $k\to0$,

$$k\cot\delta=g+\tfrac12 r_e k^2+o(k^2),\qquad g=\frac{D_0}{1-D_0R},$$

$$r_e=\frac{2\left(D_1+R-D_0R^2+D_0^2R^3/3\right)}{(1-D_0R)^2}.$$

Here $r_e$ is the effective range and $g=-1/a$, with $a$ the scattering length. The excluded case $D_0R=1$ is $a=0$, where the zero-energy exterior line $1+D_0(r-R)$ extrapolates to zero at the origin. A muffin-tin sphere enters single-site scattering in the same way, but there the logarithmic derivative is often that of the full radial function $u/r$, which at $R$ equals $D-1/R$. The result covers the sphere's s wave near zero energy, with energy measured from the constant potential outside.

## From matching to the expansion

Matching at $R$ means $k\cos(kR+\delta)=D\sin(kR+\delta)$. The addition formulas give

$$\cos\delta\,(k\cos kR-D\sin kR)=\sin\delta\,(D\cos kR+k\sin kR).$$

Put $T=\tan(kR)/k$. For small $k\ne0$, both $\cos kR$ and $1-DT$ are nonzero, so the left bracket, $k\cos kR\,(1-DT)$, is nonzero. If $\sin\delta$ vanished, $\cos\delta$ would vanish too, which is impossible. Division therefore gives

$$k\cot\delta=\frac{D+k^2T}{1-DT}.$$

For the tangent, $\sin x-x\cos x=x^3/3+O(x^4)$ gives

$$\frac{T-R}{k^2}=\frac{\sin kR-kR\cos kR}{k^3\cos kR}\to\frac{R^3}{3}.$$

With $d=D(k^2)$, subtracting $g$ over a common denominator leaves the numerator

$$(d+k^2T)(1-D_0R)-D_0(1-dT)=(d-D_0)+k^2T(1-D_0R)+D_0d\,(T-R).$$

Hence

$$\frac{k\cot\delta-g}{k^2}=\frac{\dfrac{d-D_0}{k^2}+T(1-D_0R)+D_0d\,\dfrac{T-R}{k^2}}{(1-dT)(1-D_0R)}.$$

As $k\to0$, $d\to D_0$, $T\to R$ and $(d-D_0)/k^2\to D_1$. The limit is $r_e/2$.

## An upper bound and the square well

Since $1/(1-D_0R)=1+gR$, the effective range can be written

$$r_e=2D_1(1+gR)^2+2\left(R+R^2g+\tfrac13R^3g^2\right).$$

If $D_1\le0$, the first term is at most zero and the second bounds $r_e$ from above. The condition holds for a real, energy-independent local potential inside the sphere, where $D'(E)=-\int_0^R u^2\,dr/u(R)^2$.

For an attractive well of depth $q^2$, with $q>0$ and $\sin qR\neq0$, the interior wave is $\sin pr$ with $p^2=q^2+E$, so $D=p\cot pR$. Using $dp/dE=1/(2p)$,

$$\frac{dD}{dE}=\frac{1}{2p}\left(\cot pR-\frac{pR}{\sin^2pR}\right),\qquad D_1=\frac{D_0-q^2R-RD_0^2}{2q^2}.$$

Because $D_0(1+gR)=g$,

$$2D_1(1+gR)^2=\frac{g(1+gR)}{q^2}-R(1+gR)^2-\frac{Rg^2}{q^2}.$$

Adding the other term of $r_e$ gives

$$r_e=R+\frac{g}{q^2}-\frac{R^3g^2}{3}.$$

## Matching and effective range as Lean definitions

```lean
import Mathlib

open Filter Topology Real

namespace SWaveEffectiveRange

noncomputable section
```

The exterior wave enters through its matching condition.

```lean
/-- The matching condition at the radius `R`, written without division. For `k ≠ 0` it says that the
exterior s wave `sin (k r + δ)` has logarithmic derivative `D` there. -/
def Matched (D R k δ : ℝ) : Prop :=
  k * cos (k * R + δ) = D * sin (k * R + δ)
```

For $k\neq0$ this is equivalent to equality of logarithmic derivatives: if the sine vanished, the equation would force the cosine to vanish as well.

```lean
/-- The closed formula for `k cot δ` in terms of the logarithmic derivative `D` at radius `R`,
for `k ≠ 0`, `cos (k R) ≠ 0` and `D tan (k R) ≠ k`. -/
def kCot (D R k : ℝ) : ℝ :=
  (D + k * tan (k * R)) / (1 - D * (tan (k * R) / k))

/-- The threshold value `D0 / (1 - D0 R)` of `k cot δ`, for `D0 R ≠ 1`. -/
def thresholdValue (D0 R : ℝ) : ℝ := D0 / (1 - D0 * R)

/-- The effective range from the logarithmic derivative `D0` at zero energy and its energy
derivative `D1`, for `D0 R ≠ 1`. -/
def effRange (D0 D1 R : ℝ) : ℝ :=
  2 * (D1 + R - D0 * R ^ 2 + D0 ^ 2 * R ^ 3 / 3) / (1 - D0 * R) ^ 2
```

In these definitions `D`, `D0` and `D1` are real numbers; in the expansion theorems `D` is a function of energy. `thresholdValue` is $g$ and `effRange` is $r_e$, including its factor of two. The interior Schrödinger equation is not solved: $D$ is given, and its differentiability at zero is assumed. The radius may be any real number, although the physical case is $R>0$.

## Phase shifts and the closed formula

```lean
/-- At every `k ≠ 0` some phase shift matches a given logarithmic derivative. -/
theorem exists_matched (D R : ℝ) {k : ℝ} (hk : k ≠ 0) : ∃ δ, Matched D R k δ := by
  refine ⟨π / 2 - arctan (D / k) - k * R, ?_⟩
  have h := Real.tan_arctan (D / k)
  rw [Real.tan_eq_sin_div_cos, div_eq_iff (Real.cos_arctan_pos _).ne'] at h
  rw [Matched, show k * R + (π / 2 - arctan (D / k) - k * R) = π / 2 - arctan (D / k) by ring,
    Real.cos_pi_div_two_sub, Real.sin_pi_div_two_sub, h, ← mul_assoc, mul_div_cancel₀ D hk]
```

The phase is explicit: $kR+\delta=\pi/2-\arctan(D/k)$, whose cotangent is $D/k$.

```lean
/-- Where the closed formula is defined, a matched phase shift has `sin δ ≠ 0`, and its
`k cot δ` is given by that formula. -/
theorem kCot_of_matched {D R k δ : ℝ} (hk : k ≠ 0) (hc : cos (k * R) ≠ 0)
    (hM : 1 - D * (tan (k * R) / k) ≠ 0) (h : Matched D R k δ) :
    sin δ ≠ 0 ∧ k * (cos δ / sin δ) = kCot D R k := by
  have ht : tan (k * R) * cos (k * R) = sin (k * R) := Real.tan_mul_cos hc
  have hM' : (1 - D * (tan (k * R) / k)) * (k * cos (k * R))
      = k * cos (k * R) - D * sin (k * R) := by
    rw [← ht]
    field_simp
  have hne : k * cos (k * R) - D * sin (k * R) ≠ 0 := by
    rw [← hM']
    exact mul_ne_zero hM (mul_ne_zero hk hc)
  -- the addition formulas separate `δ` from `k R`
  have hm : cos δ * (k * cos (k * R) - D * sin (k * R))
      = sin δ * (D * cos (k * R) + k * sin (k * R)) := by
    rw [Matched, Real.cos_add, Real.sin_add] at h
    linear_combination h
  have hs : sin δ ≠ 0 := by
    intro h0
    rw [h0, zero_mul] at hm
    have hcos := (mul_eq_zero.1 hm).resolve_right hne
    have := Real.sin_sq_add_cos_sq δ
    rw [h0, hcos] at this
    norm_num at this
  refine ⟨hs, ?_⟩
  obtain ⟨q, hq⟩ : ∃ q, q = cos δ / sin δ := ⟨_, rfl⟩
  have hq' : cos δ = q * sin δ := by rw [hq, div_mul_cancel₀ _ hs]
  rw [← hq, kCot, eq_div_iff hM]
  apply mul_right_cancel₀ (mul_ne_zero hs hc)
  linear_combination (q * sin δ) * hM' - (k * cos (k * R) - D * sin (k * R)) * hq' + hm
    - k * sin δ * ht
```

Here `hm` is the separated addition formula and `hM'` factors its left bracket. Together they give $\sin\delta\neq0$, and the last `linear_combination` carries out the division in cross-multiplied form.

## Limits at zero energy

```lean
/-- The low-energy expansion `tan (k R) / k = R + k² R³ / 3 + o(k²)`. -/
theorem tan_expansion (R : ℝ) :
    Tendsto (fun k : ℝ => (tan (k * R) / k - R) / k ^ 2) (𝓝[≠] 0) (𝓝 (R ^ 3 / 3)) := by
  have hb : ∀ x : ℝ, |x| ≤ 1 → |sin x - x * cos x - x ^ 3 / 3| ≤ |x| ^ 4 := by
    intro x hx
    have hs := Real.sin_bound hx
    have hc := Real.cos_bound hx
    have h1 : |x * (cos x - (1 - x ^ 2 / 2))| ≤ |x| ^ 4 * (5 / 96) := by
      rw [abs_mul]
      exact (mul_le_of_le_one_left (abs_nonneg _) hx).trans hc
    have hp : 0 ≤ |x| ^ 4 := by positivity
    have h5 : |x| ^ 5 ≤ |x| ^ 4 := pow_le_pow_of_le_one (abs_nonneg x) hx (by norm_num)
    rw [abs_le] at hs h1 ⊢
    constructor <;> linarith [hs.1, hs.2, h1.1, h1.2]
  have hsmall : ∀ᶠ k : ℝ in 𝓝[≠] 0, |k * R| ≤ 1 := by
    have h : Tendsto (fun k : ℝ => |k * R|) (𝓝[≠] 0) (𝓝 0) :=
      (Continuous.tendsto' (by fun_prop) 0 0 (by simp)).mono_left nhdsWithin_le_nhds
    exact (h.eventually_lt_const one_pos).mono fun k hk => hk.le
  have h1 : Tendsto (fun k : ℝ => (sin (k * R) - k * R * cos (k * R)) / k ^ 3)
      (𝓝[≠] 0) (𝓝 (R ^ 3 / 3)) := by
    rw [tendsto_iff_norm_sub_tendsto_zero]
    refine squeeze_zero' (g := fun k : ℝ => |k| * |R| ^ 4)
      (Eventually.of_forall fun k => norm_nonneg _) ?_
      ((Continuous.tendsto' (by fun_prop) 0 0 (by simp)).mono_left nhdsWithin_le_nhds)
    filter_upwards [hsmall, self_mem_nhdsWithin] with k hk hk0
    have hk0 : k ≠ 0 := hk0
    have e : (sin (k * R) - k * R * cos (k * R)) / k ^ 3 - R ^ 3 / 3
        = (sin (k * R) - k * R * cos (k * R) - (k * R) ^ 3 / 3) / k ^ 3 := by
      rw [eq_div_iff (pow_ne_zero 3 hk0), sub_mul, div_mul_cancel₀ _ (pow_ne_zero 3 hk0)]
      ring
    rw [e, Real.norm_eq_abs, abs_div, abs_pow, div_le_iff₀ (by positivity)]
    refine (hb _ hk).trans_eq ?_
    rw [abs_mul]
    ring
  have hcos : Tendsto (fun k : ℝ => cos (k * R)) (𝓝[≠] 0) (𝓝 1) :=
    (Continuous.tendsto' (by fun_prop) 0 1 (by simp)).mono_left nhdsWithin_le_nhds
  have h2 : Tendsto (fun k : ℝ => (sin (k * R) - k * R * cos (k * R)) / k ^ 3 / cos (k * R))
      (𝓝[≠] 0) (𝓝 (R ^ 3 / 3 / 1)) := h1.div hcos one_ne_zero
  rw [div_one] at h2
  refine h2.congr' ?_
  filter_upwards [hcos.eventually_ne one_ne_zero, self_mem_nhdsWithin] with k hc hk
  have hk : k ≠ 0 := hk
  rw [Real.tan_eq_sin_div_cos]
  field_simp
```

The bound `hb` controls the remainder in $\sin x-x\cos x$ by $|x|^4$ for $|x|\le1$. A squeeze argument gives the limit of the cubic quotient, and division by $\cos kR\to1$ finishes the step. The filter `𝓝[≠] 0` means $k\to0$ with $k\neq0$, from both sides.

```lean
/-- For `D` continuous at zero energy, `tan (k R) / k`, `D (k²)` and the denominator of the
closed formula tend to `R`, `D 0` and `1 - D 0 R` as `k → 0`. -/
theorem threshold_limits {D : ℝ → ℝ} (R : ℝ) (hD : ContinuousAt D 0) :
    Tendsto (fun k : ℝ => tan (k * R) / k) (𝓝[≠] 0) (𝓝 R) ∧
    Tendsto (fun k : ℝ => D (k ^ 2)) (𝓝[≠] 0) (𝓝 (D 0)) ∧
    Tendsto (fun k : ℝ => 1 - D (k ^ 2) * (tan (k * R) / k)) (𝓝[≠] 0) (𝓝 (1 - D 0 * R)) := by
  have hsq : Tendsto (fun k : ℝ => k ^ 2) (𝓝[≠] 0) (𝓝 0) :=
    (Continuous.tendsto' (by fun_prop) 0 0 (by simp)).mono_left nhdsWithin_le_nhds
  have hT : Tendsto (fun k : ℝ => tan (k * R) / k) (𝓝[≠] 0) (𝓝 R) := by
    have h : Tendsto (fun k : ℝ => R + k ^ 2 * ((tan (k * R) / k - R) / k ^ 2))
        (𝓝[≠] 0) (𝓝 (R + 0 * (R ^ 3 / 3))) := (hsq.mul (tan_expansion R)).const_add R
    rw [zero_mul, add_zero] at h
    refine h.congr' ?_
    filter_upwards [self_mem_nhdsWithin] with k hk
    rw [mul_comm, div_mul_cancel₀ _ (pow_ne_zero 2 hk)]
    ring
  have hd : Tendsto (fun k : ℝ => D (k ^ 2)) (𝓝[≠] 0) (𝓝 (D 0)) := hD.tendsto.comp hsq
  exact ⟨hT, hd, (hd.mul hT).const_sub 1⟩
```

Writing $T=R+k^2\,(T-R)/k^2$ gives $T\to R$. Continuity of $D$ supplies the other two limits.

```lean
/-- If `D` is differentiable at zero energy and `D 0 R ≠ 1`, the closed formula for `k cot δ`
has the threshold value and half the effective range as its first two coefficients in `k²`. -/
theorem kCot_expansion {D : ℝ → ℝ} {D1 R : ℝ} (hD : HasDerivAt D D1 0) (h : D 0 * R ≠ 1) :
    Tendsto (fun k : ℝ => (kCot (D (k ^ 2)) R k - thresholdValue (D 0) R) / k ^ 2)
      (𝓝[≠] 0) (𝓝 (effRange (D 0) D1 R / 2)) := by
  have h0 : 1 - D 0 * R ≠ 0 := sub_ne_zero.2 h.symm
  obtain ⟨hT, hd, hM⟩ := threshold_limits R hD.continuousAt
  have hsq : Tendsto (fun k : ℝ => k ^ 2) (𝓝[≠] 0) (𝓝[≠] 0) := by
    refine tendsto_nhdsWithin_iff.2
      ⟨(Continuous.tendsto' (by fun_prop) 0 0 (by simp)).mono_left nhdsWithin_le_nhds, ?_⟩
    filter_upwards [self_mem_nhdsWithin] with k hk
    exact pow_ne_zero 2 hk
  have hV : Tendsto (fun k : ℝ => (D (k ^ 2) - D 0) / k ^ 2) (𝓝[≠] 0) (𝓝 D1) := by
    have h := (hasDerivAt_iff_tendsto_slope.1 hD).comp hsq
    simp only [Function.comp_def, slope_def_field, sub_zero] at h
    exact h
  -- the difference quotient, rewritten exactly through those of `D` and of the tangent
  have alg : ∀ k d T : ℝ, k ≠ 0 → 1 - d * T ≠ 0 →
      ((d + k * (k * T)) / (1 - d * T) - D 0 / (1 - D 0 * R)) / k ^ 2
      = ((d - D 0) / k ^ 2 + T * (1 - D 0 * R) + D 0 * d * ((T - R) / k ^ 2))
        / ((1 - d * T) * (1 - D 0 * R)) := by
    intro k d T hk hm
    field_simp
    ring
  have hlim := ((hV.add (hT.mul_const (1 - D 0 * R))).add
    ((hd.const_mul (D 0)).mul (tan_expansion R))).div
    (hM.mul_const (1 - D 0 * R)) (mul_ne_zero h0 h0)
  have hval : effRange (D 0) D1 R / 2 = (D1 + R * (1 - D 0 * R) + D 0 * D 0 * (R ^ 3 / 3))
      / ((1 - D 0 * R) * (1 - D 0 * R)) := by
    rw [effRange]
    ring
  rw [hval]
  refine hlim.congr' ?_
  filter_upwards [hM.eventually_ne h0, self_mem_nhdsWithin] with k hm hk
  have hk : k ≠ 0 := hk
  have e := alg k (D (k ^ 2)) (tan (k * R) / k) hk hm
  rw [mul_div_cancel₀ (tan (k * R)) hk] at e
  exact e.symm
```

`hV` turns the derivative into the limit of $(d-D_0)/k^2$, by composing the slope of $D$ with $k\mapsto k^2$. The identity `alg` is the rewritten quotient derived above, and `hlim` takes its limit term by term.

```lean
/-- Effective-range expansion: if `D` is differentiable at zero energy, `D 0 R ≠ 1`, and `δ k`
matches `D (k²)` at `R` for all small `k ≠ 0`, then `k cot δ` equals its threshold value plus
half the effective range times `k²`, up to `o(k²)`. -/
theorem effective_range_expansion {D δ : ℝ → ℝ} {D1 R : ℝ} (hD : HasDerivAt D D1 0)
    (h : D 0 * R ≠ 1) (hδ : ∀ᶠ k in 𝓝[≠] 0, Matched (D (k ^ 2)) R k (δ k)) :
    Tendsto (fun k : ℝ => (k * (cos (δ k) / sin (δ k)) - thresholdValue (D 0) R) / k ^ 2)
      (𝓝[≠] 0) (𝓝 (effRange (D 0) D1 R / 2)) := by
  have hM := (threshold_limits R hD.continuousAt).2.2
  have hcos : Tendsto (fun k : ℝ => cos (k * R)) (𝓝[≠] 0) (𝓝 1) :=
    (Continuous.tendsto' (by fun_prop) 0 1 (by simp)).mono_left nhdsWithin_le_nhds
  refine (kCot_expansion hD h).congr' ?_
  filter_upwards [hδ, hM.eventually_ne (sub_ne_zero.2 h.symm),
    hcos.eventually_ne one_ne_zero, self_mem_nhdsWithin] with k hm hM hc hk
  rw [(kCot_of_matched hk hc hM hm).2]
```

This is the expansion for actual phase shifts. `δ` may be any function that matches near zero; neither continuity nor a choice of branch is needed. Negative $k$ is covered by the odd extension $\delta(-k)=-\delta(k)$, which preserves matching. The proof replaces the closed formula by $k\cot\delta$ wherever the conditions of `kCot_of_matched` hold, which is the case for all sufficiently small nonzero $k$.

## The bound and the well in Lean

```lean
/-- If `D0 R ≠ 1` and the logarithmic derivative does not increase with energy at threshold,
the effective range is bounded above through `R` and the threshold value of `k cot δ`. -/
theorem effRange_le {D0 D1 R : ℝ} (h : D0 * R ≠ 1) (hD1 : D1 ≤ 0) :
    effRange D0 D1 R ≤
      2 * (R + R ^ 2 * thresholdValue D0 R + R ^ 3 * thresholdValue D0 R ^ 2 / 3) := by
  have h0 : 1 - D0 * R ≠ 0 := sub_ne_zero.2 h.symm
  have e : effRange D0 D1 R = 2 * D1 / (1 - D0 * R) ^ 2 +
      2 * (R + R ^ 2 * thresholdValue D0 R + R ^ 3 * thresholdValue D0 R ^ 2 / 3) := by
    have hv : (1 - D0 * R)⁻¹ * (1 - D0 * R) = 1 := inv_mul_cancel₀ h0
    simp only [effRange, thresholdValue, div_eq_mul_inv, ← inv_pow]
    generalize (1 - D0 * R)⁻¹ = v at hv ⊢
    linear_combination (2 * v * R + 2 * R) * hv
  have hneg : 2 * D1 / (1 - D0 * R) ^ 2 ≤ 0 :=
    div_nonpos_of_nonpos_of_nonneg (by linarith) (sq_nonneg _)
  linarith
```

The equation `e` splits off the $D_1$ term, which `hneg` shows to be nonpositive. The sign of $D_1$ is a hypothesis here, not a consequence of a potential.

```lean
/-- Logarithmic derivative at `R` of the interior wave `sin (p r)` in a square well of depth
`q²`, with `p² = q² + E`, for `q² + E ≥ 0` and `sin (p R) ≠ 0`. -/
def wellD (q R E : ℝ) : ℝ :=
  √(q ^ 2 + E) * cos (√(q ^ 2 + E) * R) / sin (√(q ^ 2 + E) * R)
```

The well enters through this formula for its logarithmic derivative.

```lean
/-- The energy derivative at threshold of the square-well logarithmic derivative, for `q > 0`
and `sin (q R) ≠ 0`. -/
theorem wellD_hasDerivAt {q R : ℝ} (hq : 0 < q) (hs : sin (q * R) ≠ 0) :
    HasDerivAt (wellD q R)
      ((wellD q R 0 - q ^ 2 * R - R * wellD q R 0 ^ 2) / (2 * q ^ 2)) 0 := by
  have p0 : √(q ^ 2 + 0) = q := by rw [add_zero, Real.sqrt_sq hq.le]
  have hp : HasDerivAt (fun E : ℝ => √(q ^ 2 + E)) (1 / (2 * q)) 0 := by
    have h := ((hasDerivAt_id' (0 : ℝ)).const_add (q ^ 2)).sqrt (by simpa using hq.ne')
    simp only [p0] at h
    exact h
  have hl : HasDerivAt (fun x : ℝ => x * R) R q := by
    simpa using (hasDerivAt_id' q).mul_const R
  have hF := ((hasDerivAt_id' q).fun_mul hl.cos).fun_div hl.sin hs
  have w0 : wellD q R 0 = q * cos (q * R) / sin (q * R) := by simp only [wellD, p0]
  refine (hF.comp_of_eq 0 hp (by simp [Real.sqrt_sq hq.le])).congr_deriv ?_
  rw [w0]
  field_simp
  ring
```

The proof differentiates $p\cos(pR)/\sin(pR)$ with respect to $p$ and composes with the square root, as in the chain rule above.

```lean
/-- Square well of depth `q²` and radius `R`, with logarithmic derivative `D = wellD q R`: if
`q > 0`, `sin (q R) ≠ 0`, `D 0 R ≠ 1`, and `δ k` matches `D (k²)` at `R` for all small `k ≠ 0`, then
the `k²` coefficient of `k cot δ` is half of `R + g / q² - R³ g² / 3`, where `g` is the threshold
value of `k cot δ`. -/
theorem squareWell_expansion {q R : ℝ} {δ : ℝ → ℝ} (hq : 0 < q) (hs : sin (q * R) ≠ 0)
    (h : wellD q R 0 * R ≠ 1)
    (hδ : ∀ᶠ k in 𝓝[≠] 0, Matched (wellD q R (k ^ 2)) R k (δ k)) :
    Tendsto (fun k : ℝ =>
        (k * (cos (δ k) / sin (δ k)) - thresholdValue (wellD q R 0) R) / k ^ 2) (𝓝[≠] 0)
      (𝓝 ((R + thresholdValue (wellD q R 0) R / q ^ 2
        - R ^ 3 * thresholdValue (wellD q R 0) R ^ 2 / 3) / 2)) := by
  have h0 : 1 - wellD q R 0 * R ≠ 0 := sub_ne_zero.2 h.symm
  have e : R + thresholdValue (wellD q R 0) R / q ^ 2
        - R ^ 3 * thresholdValue (wellD q R 0) R ^ 2 / 3
      = effRange (wellD q R 0)
        ((wellD q R 0 - q ^ 2 * R - R * wellD q R 0 ^ 2) / (2 * q ^ 2)) R := by
    have hv : (1 - wellD q R 0 * R)⁻¹ * (1 - wellD q R 0 * R) = 1 := inv_mul_cancel₀ h0
    have hw : q ^ 2 * (q ^ 2)⁻¹ = 1 := mul_inv_cancel₀ (pow_ne_zero 2 hq.ne')
    simp only [effRange, thresholdValue, div_eq_mul_inv, ← inv_pow]
    generalize wellD q R 0 = d at hv ⊢
    generalize (1 - d * R)⁻¹ = v at hv ⊢
    linear_combination (-(d * v * (q ^ 2)⁻¹ + R * (v * (1 - d * R) + 1))) * hv
      + v ^ 2 * R * hw
  rw [e]
  exact effective_range_expansion (wellD_hasDerivAt hq hs) h hδ

end

end SWaveEffectiveRange
```

The equation `e` identifies the well's effective range with `effRange` at the computed slope, and the general expansion then applies. The hypothesis `h` again excludes zero scattering length, while `hs` keeps the threshold interior wave from vanishing at $R$.

```lean
#print axioms SWaveEffectiveRange.exists_matched
-- 'SWaveEffectiveRange.exists_matched' depends on axioms: [propext, Classical.choice, Quot.sound]
#print axioms SWaveEffectiveRange.effective_range_expansion
-- 'SWaveEffectiveRange.effective_range_expansion' depends on axioms: [propext, Classical.choice, Quot.sound]
#print axioms SWaveEffectiveRange.effRange_le
-- 'SWaveEffectiveRange.effRange_le' depends on axioms: [propext, Classical.choice, Quot.sound]
#print axioms SWaveEffectiveRange.squareWell_expansion
-- 'SWaveEffectiveRange.squareWell_expansion' depends on axioms: [propext, Classical.choice, Quot.sound]
```
